# The spin-conserving part of second-order spin–orbit coupling involves only the orbital angular momentum component along the magnetization

With the magnetization along $z$, $\sigma_z$ keeps an up spin up, while $\sigma_x$ and $\sigma_y$ flip it. Spin–orbit coupling is proportional to $\mathbf L\cdot\boldsymbol\sigma$, where $\mathbf L$ is the orbital angular momentum. So its term $L_z\sigma_z$ connects an occupied up state to empty up states, and the other two terms lead to empty down states. What happens when the magnetization points along a general direction $\mathbf n$? Do I have to rotate the spinors each time, and can I tell which direction a given pair of orbitals prefers?

## The direction enters through dot and cross products

No rotation is needed. Start with $\mathbf n$ along $z$. Number the Cartesian components 0, 1, 2, so that

$$\mathbf a\cdot\boldsymbol\sigma=\begin{pmatrix}a_2&a_0-ia_1\\a_0+ia_1&-a_2\end{pmatrix}.$$

Let $P$ project on spin up and $Q=1-P$ on spin down. Going up–up–up gives $\operatorname{tr}(P(\mathbf a\cdot\boldsymbol\sigma)P(\mathbf b\cdot\boldsymbol\sigma))=a_2b_2$. Going through spin down gives

$$(a_0-ia_1)(b_0+ib_1)=a_0b_0+a_1b_1+i(a_0b_1-a_1b_0).$$

For a general real unit vector $\mathbf n$, write $A=\mathbf a\cdot\boldsymbol\sigma$, $B=\mathbf b\cdot\boldsymbol\sigma$, $N=\mathbf n\cdot\boldsymbol\sigma$ and $P=(1+N)/2$. Multiplying the Pauli matrices gives

$$AB=\mathbf a\cdot\mathbf b+i(\mathbf a\times\mathbf b)\cdot\boldsymbol\sigma.$$

Adding the reverse order cancels the cross product, so $AN+NA=2\,\mathbf a\cdot\mathbf n$ and $N^2=1$. Hence $P^2=(1+2N+N^2)/4=P$. Also $NAN=2(\mathbf a\cdot\mathbf n)N-A$, and therefore

$$PAP=\tfrac14(A+AN+NA+NAN)=\tfrac12(\mathbf a\cdot\mathbf n)(1+N)=(\mathbf a\cdot\mathbf n)P.$$

Since Pauli matrices are traceless, $\operatorname{tr}P=1$ and $\operatorname{tr}(PB)=\tfrac12\operatorname{tr}(NB)=\mathbf n\cdot\mathbf b$. This yields

$$\operatorname{tr}(PAPB)=(\mathbf a\cdot\mathbf n)(\mathbf b\cdot\mathbf n).$$

The product rule gives $\operatorname{tr}(PAB)=\mathbf a\cdot\mathbf b+i\,\mathbf n\cdot(\mathbf a\times\mathbf b)$. Subtracting the previous trace leaves

$$\operatorname{tr}(PAQB)=\mathbf a\cdot\mathbf b-(\mathbf a\cdot\mathbf n)(\mathbf b\cdot\mathbf n)+i\,\mathbf n\cdot(\mathbf a\times\mathbf b).$$

Replacing $\mathbf n$ by $-\mathbf n$ exchanges $P$ and $Q$. An occupied spin-down state therefore has the same conserving term, and its flip term differs only in the sign of the cross-product part.

### The direction one orbital pair prefers

Take an occupied orbital $o$ with spin up along $\mathbf n$ and an orbital $u$ that is empty in both spins. The coupling is $(\xi/2)\mathbf L\cdot\boldsymbol\sigma$, with strength $\xi$ and $\hbar=1$. Let $D$ and $G$ be the gaps to the empty state of equal and opposite spin. For real orbitals $\langle o|\mathbf L|u\rangle=i\mathbf l$ with $\mathbf l$ real.

The squared magnitudes of the coupling's matrix elements are $\xi^2/4$ times the two traces with $\mathbf a=i\mathbf l$ and $\mathbf b=\mathbf a^*=-i\mathbf l$. The factors $i(-i)$ give 1, and the cross product of parallel vectors vanishes, so

$$E(\mathbf n)=-\frac{\xi^2}{4}\left[\frac{(\mathbf l\cdot\mathbf n)^2}{D}+\frac{\mathbf l\cdot\mathbf l-(\mathbf l\cdot\mathbf n)^2}{G}\right].$$

For two unit directions $\mathbf n$ and $\mathbf m$,

$$E(\mathbf n)-E(\mathbf m)=-\frac{\xi^2}{4}\left(\frac1D-\frac1G\right)\left[(\mathbf l\cdot\mathbf n)^2-(\mathbf l\cdot\mathbf m)^2\right].$$

If $\xi\neq0$ and $0<D<G$, the direction with the larger $(\mathbf l\cdot\mathbf n)^2$ is lower in energy. When the occupied spin-up state is a majority-spin state, the condition $D<G$ describes exchange splitting that puts the empty minority-spin state above the empty majority-spin one.

In a perturbative calculation of this kind one obtains orbitals and eigenvalues without spin–orbit coupling, evaluates the matrix elements of $\mathbf L$ once, and then varies only $\mathbf n$. For the pair $d_{xy}$, $d_{x^2-y^2}$, $\mathbf l$ lies along $z$ with length 2, so $E(\hat z)-E(\hat x)=-\xi^2(1/D-1/G)$. This is one contribution to a second-order anisotropy energy in electronic-structure work, for independent electrons and with the same spatial orbital $u$ for both spins.

### What the Lean definitions and theorems say

`spinDot a` is $\mathbf a\cdot\boldsymbol\sigma$ for a complex vector, `toC` embeds a real vector in $\mathbb C^3$, and `spinUp n` is the matrix $P$, not a spinor. The product `⬝ᵥ` does not conjugate its first argument; `⨯₃` is the cross product. The hypothesis `n ⬝ᵥ n = 1` makes $\mathbf n$ a unit vector.

`trace_conserving` and `trace_flip` state the two trace formulas for all complex $\mathbf a,\mathbf b$, which includes real vectors. `pairEnergy` is the second-order expression, with `star L` the conjugate vector. `anisotropy` gives the energy difference multiplied by $DG$, for nonzero gaps, and `easy_direction` gives the comparison as an equivalence. Both concern $\mathbf L=i\mathbf l$.

The step left to physics is perturbation theory: `pairEnergy` is a definition, and its identification with a material's energy shift, summed over orbital pairs, is not derived from a Hamiltonian.

```lean
import Mathlib

open Matrix Complex

namespace SpinOrbitAnisotropy

noncomputable section

/-- A real vector regarded as a complex one. -/
def toC (n : Fin 3 → ℝ) : Fin 3 → ℂ := fun i => (n i : ℂ)

/-- The spin matrix `a·σ` of a complex vector `a`, with the Pauli matrices `σ`. -/
def spinDot (a : Fin 3 → ℂ) : Matrix (Fin 2) (Fin 2) ℂ :=
  !![a 2, a 0 - I * a 1; a 0 + I * a 1, -a 2]

/-- The matrix `P = (1 + n·σ)/2`, which for a unit vector `n` projects on spin up along `n`. -/
def spinUp (n : Fin 3 → ℝ) : Matrix (Fin 2) (Fin 2) ℂ :=
  (1 / 2 : ℂ) • (1 + spinDot (toC n))

lemma toC_dot (a b : Fin 3 → ℝ) : toC a ⬝ᵥ toC b = ((a ⬝ᵥ b : ℝ) : ℂ) := by
  simp [toC, dotProduct]

lemma trace_spinDot (a : Fin 3 → ℂ) : Matrix.trace (spinDot a) = 0 := by
  simp [spinDot, Matrix.trace_fin_two]

/-- Product of two spin matrices: `(a·σ)(b·σ) = a·b + i (a×b)·σ`. -/
theorem spinDot_mul (a b : Fin 3 → ℂ) :
    spinDot a * spinDot b = (a ⬝ᵥ b) • 1 + I • spinDot (a ⨯₃ b) := by
  ext i j
  fin_cases i <;> fin_cases j <;>
    simp [spinDot, cross_apply, dotProduct, Fin.sum_univ_three, Matrix.mul_apply,
      Fin.sum_univ_two]
  · linear_combination (-(a 1 * b 1)) * I_sq
  · linear_combination (a 2 * b 0 - a 0 * b 2) * I_sq
  · linear_combination (-(a 2 * b 0 - a 0 * b 2)) * I_sq
  · linear_combination (-(a 1 * b 1)) * I_sq

lemma spinDot_neg (a : Fin 3 → ℂ) : spinDot (-a) = -spinDot a := by
  ext i j
  fin_cases i <;> fin_cases j <;> simp [spinDot] <;> ring

lemma spinDot_anticomm (a b : Fin 3 → ℂ) :
    spinDot a * spinDot b + spinDot b * spinDot a = (2 * (a ⬝ᵥ b)) • 1 := by
  rw [spinDot_mul a b, spinDot_mul b a, ← cross_anticomm a b, dotProduct_comm b a,
    spinDot_neg]
  module

lemma spinDot_sq {n : Fin 3 → ℝ} (hn : n ⬝ᵥ n = 1) :
    spinDot (toC n) * spinDot (toC n) = 1 := by
  have h := spinDot_anticomm (toC n) (toC n)
  rw [toC_dot, hn, ofReal_one] at h
  linear_combination (norm := module) (1 / 2 : ℂ) • h

/-- For a unit vector `n` the matrix `P` is idempotent. -/
theorem spinUp_mul_self {n : Fin 3 → ℝ} (hn : n ⬝ᵥ n = 1) :
    spinUp n * spinUp n = spinUp n := by
  have h := spinDot_sq hn
  unfold spinUp
  simp only [smul_mul_assoc, mul_smul_comm, add_mul, mul_add, one_mul, mul_one, h]
  module

/-- Between two projectors on spin up along the unit vector `n`, only the component of `a`
along `n` survives: `P (a·σ) P = (a·n) P`. -/
theorem spinUp_sandwich {n : Fin 3 → ℝ} (hn : n ⬝ᵥ n = 1) (a : Fin 3 → ℂ) :
    spinUp n * spinDot a * spinUp n = (a ⬝ᵥ toC n) • spinUp n := by
  have h1 := spinDot_sq hn
  have h2 := spinDot_anticomm a (toC n)
  unfold spinUp
  set N := spinDot (toC n)
  set A := spinDot a
  -- move one factor `n·σ` through `a·σ`
  have h3 : N * A * N = (2 * (a ⬝ᵥ toC n)) • N - A := by
    have h : N * A = (2 * (a ⬝ᵥ toC n)) • 1 - A * N := by
      rw [← h2]; abel
    rw [h, sub_mul, smul_mul_assoc, one_mul, mul_assoc, h1, mul_one]
  have h4 : (1 + N) * A * (1 + N) = A + (A * N + N * A) + N * A * N := by
    noncomm_ring
  simp only [smul_mul_assoc, mul_smul_comm]
  rw [h4, h2, h3]
  module

lemma trace_spinUp (n : Fin 3 → ℝ) : Matrix.trace (spinUp n) = 1 := by
  simp [spinUp, Matrix.trace_smul, Matrix.trace_add, trace_spinDot]

lemma trace_spinUp_mul (n : Fin 3 → ℝ) (b : Fin 3 → ℂ) :
    Matrix.trace (spinUp n * spinDot b) = toC n ⬝ᵥ b := by
  rw [spinUp, smul_mul_assoc, add_mul, one_mul, spinDot_mul]
  simp only [Matrix.trace_smul, Matrix.trace_add, trace_spinDot, Matrix.trace_one,
    Fintype.card_fin, smul_eq_mul]
  push_cast
  ring

/-- Spin-conserving term: for a unit vector `n`, `tr(P (a·σ) P (b·σ)) = (a·n)(b·n)`. -/
theorem trace_conserving {n : Fin 3 → ℝ} (hn : n ⬝ᵥ n = 1) (a b : Fin 3 → ℂ) :
    Matrix.trace (spinUp n * spinDot a * spinUp n * spinDot b)
      = (a ⬝ᵥ toC n) * (b ⬝ᵥ toC n) := by
  rw [spinUp_sandwich hn, smul_mul_assoc, Matrix.trace_smul, trace_spinUp_mul,
    smul_eq_mul, dotProduct_comm (toC n) b]

/-- Spin-flip term: for a unit vector `n` and `Q = 1 - P`,
`tr(P (a·σ) Q (b·σ)) = a·b - (a·n)(b·n) + i n·(a×b)`. -/
theorem trace_flip {n : Fin 3 → ℝ} (hn : n ⬝ᵥ n = 1) (a b : Fin 3 → ℂ) :
    Matrix.trace (spinUp n * spinDot a * (1 - spinUp n) * spinDot b)
      = a ⬝ᵥ b - (a ⬝ᵥ toC n) * (b ⬝ᵥ toC n) + I * (toC n ⬝ᵥ (a ⨯₃ b)) := by
  -- the flip term is the full product minus the spin-conserving term
  have h : spinUp n * spinDot a * (1 - spinUp n) * spinDot b
      = spinUp n * (spinDot a * spinDot b)
        - spinUp n * spinDot a * spinUp n * spinDot b := by
    noncomm_ring
  rw [h, Matrix.trace_sub, trace_conserving hn, spinDot_mul, mul_add, mul_smul_comm,
    mul_smul_comm, mul_one, Matrix.trace_add, Matrix.trace_smul, Matrix.trace_smul,
    trace_spinUp, trace_spinUp_mul, smul_eq_mul, smul_eq_mul]
  ring

/-- Second-order energy of the spin-orbit coupling `(ξ/2) L·σ` for an occupied orbital `o` with spin
up along the unit vector `n` and an orbital `u` empty in both spins. The argument `L` is the matrix
element `⟨o|L|u⟩` of orbital angular momentum, in this order; `D` and `G` are the nonzero gaps for
equal and opposite spin. -/
def pairEnergy (ξ D G : ℝ) (L : Fin 3 → ℂ) (n : Fin 3 → ℝ) : ℝ :=
  -(ξ / 2) ^ 2 *
    ((Matrix.trace (spinUp n * spinDot L * spinUp n * spinDot (star L))).re / D
      + (Matrix.trace (spinUp n * spinDot L * (1 - spinUp n) * spinDot (star L))).re / G)

lemma pairEnergy_real (ξ D G : ℝ) (l : Fin 3 → ℝ) {n : Fin 3 → ℝ} (hn : n ⬝ᵥ n = 1) :
    pairEnergy ξ D G (I • toC l) n
      = -(ξ / 2) ^ 2 * ((l ⬝ᵥ n) ^ 2 / D + (l ⬝ᵥ l - (l ⬝ᵥ n) ^ 2) / G) := by
  have hs : star (I • toC l) = -(I • toC l) := by
    ext i; simp [toC]
  have e1 : ((I • toC l) ⬝ᵥ toC n) * ((-(I • toC l)) ⬝ᵥ toC n)
      = (((l ⬝ᵥ n) ^ 2 : ℝ) : ℂ) := by
    simp only [neg_dotProduct, smul_dotProduct, toC_dot, smul_eq_mul, ofReal_pow]
    linear_combination (-((l ⬝ᵥ n : ℝ) : ℂ) ^ 2) * I_sq
  have e2 : (I • toC l) ⬝ᵥ (-(I • toC l)) = ((l ⬝ᵥ l : ℝ) : ℂ) := by
    simp only [dotProduct_neg, smul_dotProduct, dotProduct_smul, toC_dot, smul_eq_mul]
    linear_combination (-((l ⬝ᵥ l : ℝ) : ℂ)) * I_sq
  -- the chiral term vanishes for real orbitals
  have e3 : (I • toC l) ⨯₃ (-(I • toC l)) = 0 := by
    rw [map_neg, cross_self, neg_zero]
  rw [pairEnergy, trace_conserving hn, trace_flip hn, hs, e1, e2, e3, dotProduct_zero,
    mul_zero, add_zero, ← ofReal_sub, ofReal_re, ofReal_re]

/-- Anisotropy energy between magnetization directions `n` and `m` (unit vectors) for a matrix
element `L = i l` with `l` real and nonzero gaps `D`, `G`, multiplied by both gaps. -/
theorem anisotropy (ξ : ℝ) {D G : ℝ} (hD : D ≠ 0) (hG : G ≠ 0) (l : Fin 3 → ℝ)
    {n m : Fin 3 → ℝ} (hn : n ⬝ᵥ n = 1) (hm : m ⬝ᵥ m = 1) :
    D * G * (pairEnergy ξ D G (I • toC l) n - pairEnergy ξ D G (I • toC l) m)
      = -((ξ / 2) ^ 2 * (G - D)) * ((l ⬝ᵥ n) ^ 2 - (l ⬝ᵥ m) ^ 2) := by
  rw [pairEnergy_real ξ D G l hn, pairEnergy_real ξ D G l hm]
  field_simp
  ring

/-- For `L = i l` with `l` real, nonzero coupling and gaps `0 < D < G`, the unit direction `n` has
lower energy than the unit direction `m` exactly when `(l·n)²` exceeds `(l·m)²`. -/
theorem easy_direction {ξ D G : ℝ} (hξ : ξ ≠ 0) (hD : 0 < D) (hDG : D < G)
    (l : Fin 3 → ℝ) {n m : Fin 3 → ℝ} (hn : n ⬝ᵥ n = 1) (hm : m ⬝ᵥ m = 1) :
    pairEnergy ξ D G (I • toC l) n < pairEnergy ξ D G (I • toC l) m
      ↔ (l ⬝ᵥ m) ^ 2 < (l ⬝ᵥ n) ^ 2 := by
  have hG : 0 < G := hD.trans hDG
  have h := anisotropy ξ hD.ne' hG.ne' l hn hm
  have hp : 0 < D * G := mul_pos hD hG
  have hk : 0 < (ξ / 2) ^ 2 * (G - D) :=
    mul_pos (by positivity) (sub_pos.2 hDG)
  constructor
  · intro hE
    by_contra hc
    have h1 := mul_neg_of_pos_of_neg hp (sub_neg.2 hE)
    have h2 := mul_nonneg hk.le (sub_nonneg.2 (not_lt.1 hc))
    linarith
  · intro hl
    by_contra hc
    have h1 := mul_nonneg hp.le (sub_nonneg.2 (not_lt.1 hc))
    have h2 := mul_pos hk (sub_pos.2 hl)
    linarith

end

end SpinOrbitAnisotropy
```

```lean
#print axioms SpinOrbitAnisotropy.spinUp_mul_self
#print axioms SpinOrbitAnisotropy.spinUp_sandwich
#print axioms SpinOrbitAnisotropy.easy_direction
```

```
'SpinOrbitAnisotropy.spinUp_mul_self' depends on axioms: [propext, Classical.choice, Quot.sound]
'SpinOrbitAnisotropy.spinUp_sandwich' depends on axioms: [propext, Classical.choice, Quot.sound]
'SpinOrbitAnisotropy.easy_direction' depends on axioms: [propext, Classical.choice, Quot.sound]
```

### From matrix entries to the energy comparison

`spinDot_mul` checks the product rule on the four matrix entries, using $i^2=-1$ through `I_sq`. `spinDot_anticomm` adds the two orders, and `spinDot_sq` specializes to $N^2=1$. From this `spinUp_mul_self` obtains $P^2=P$.

In `spinUp_sandwich`, `h3` is the formula for $NAN$ and `h4` expands $(1+N)A(1+N)$; `module` then collects the coefficients. `trace_conserving` takes the trace of this result with the help of `trace_spinUp_mul`. In `trace_flip`, `h` writes the flip product as the full product minus the conserving one, as in the derivation above.

`pairEnergy_real` inserts $\mathbf L=i\mathbf l$: `e1` and `e2` evaluate the dot products, and `e3` removes the cross product. `anisotropy` subtracts two such energies and clears the denominators. Finally, `easy_direction` proves each implication by contradiction: if the other inequality failed, the two sides of `anisotropy` would have incompatible signs, because $DG$ and $(\xi/2)^2(G-D)$ are positive.
